# A real square matrix with nonpositive off-diagonal entries and positive row sums has an entrywise nonnegative inverse

Several metal conductors sit near a grounded plate. Some are given positive charge and the rest are left neutral. Can any of them end up at a negative potential? The charges are linear in the potentials, $Q = CV$, so the question is about the signs in $C^{-1}$, if that inverse exists. Two sign conditions on $C$ settle it: the inverse exists, its entries are nonnegative and its diagonal is strictly positive.

In models of finitely many quantum dots with a fixed classical capacitance matrix, the entries of $C^{-1}$ couple the dot charges, and under these two conditions no such coupling is negative.

## Charges, potentials and ground

The finite type `n` labels the conductors. A function `V : n → ℝ` gives their potentials relative to ground, and `C *ᵥ V` gives their charges.

```lean
import Mathlib

open Matrix

namespace CapacitanceMatrix

variable {n : Type*} [Fintype n]
```

The structure `IsGrounded` collects the two conditions.

```lean
/-- A grounded capacitance matrix: off-diagonal entries are nonpositive and every row sum,
the capacitance of a conductor to ground, is strictly positive. Symmetry is not required. -/
structure IsGrounded (C : Matrix n n ℝ) : Prop where
  offDiag : ∀ i j, i ≠ j → C i j ≤ 0
  rowSum : ∀ i, 0 < ∑ j, C i j
```

The field `offDiag` says that $C_{ij}\le 0$ for $i\ne j$, and $-C_{ij}$ is then the mutual capacitance. The field `rowSum` says that $g_i=\sum_j C_{ij}>0$, where $g_i$ is the capacitance of conductor $i$ to ground. Both conditions are assumed here; they are not derived from Laplace's equation for a given geometry. A physical capacitance matrix is also symmetric, but symmetry is never used.

Adding and subtracting $C_{ij}V_i$ in each term splits the charge into a ground part and a part driven by potential differences:

$$Q_i=\sum_j C_{ij}V_j = g_iV_i+\sum_j(-C_{ij})(V_i-V_j).$$

The term $j=i$ vanishes. This identity holds for every real square matrix, and `charge_eq` proves it by combining the sums and comparing them term by term with `ring`.

```lean
/-- The charge on a conductor is its row sum times its potential, plus the
mutual capacitances `-C i j` times the potential differences to the other conductors. -/
theorem charge_eq (C : Matrix n n ℝ) (V : n → ℝ) (i : n) :
    (C *ᵥ V) i = (∑ j, C i j) * V i + ∑ j, -C i j * (V i - V j) := by
  rw [Finset.sum_mul, ← Finset.sum_add_distrib]
  simp only [Matrix.mulVec, dotProduct]
  exact Finset.sum_congr rfl fun j _ => by ring
```

## Nonpositive off-diagonal entries

Hold one conductor at positive potential and all others at zero. Field lines that leave the first and end on the others induce negative charge there, or none. This is what $C_{ij}\le0$ expresses.

By hand, the condition enters at a conductor $k$ of highest potential. There $V_k-V_j\ge0$ for all $j$, so every term $(-C_{kj})(V_k-V_j)$ is nonnegative. If also $V_k>0$, then

$$Q_k\ge g_kV_k>0.$$

In `charge_pos_of_max` the bound on the sum is `h2`. The case $j=k$ contributes zero, and the other cases use `hC.offDiag`.

```lean
/-- For a grounded capacitance matrix, a conductor at the highest potential carries
positive charge if that potential is positive. -/
theorem charge_pos_of_max {C : Matrix n n ℝ} (hC : IsGrounded C) {V : n → ℝ} {k : n}
    (hmax : ∀ j, V j ≤ V k) (hV : 0 < V k) : 0 < (C *ᵥ V) k := by
  rw [charge_eq]
  have h1 := mul_pos (hC.rowSum k) hV
  -- every mutual capacitance contributes a nonnegative charge at the maximum
  have h2 : 0 ≤ ∑ j, -C k j * (V k - V j) := by
    refine Finset.sum_nonneg fun j _ => ?_
    by_cases h : k = j
    · subst h
      simp
    · exact mul_nonneg (by linarith [hC.offDiag k j h]) (by linarith [hmax j])
  linarith
```

Without this condition the inverse can have negative entries. The two matrices in this paragraph and the next are algebraic counterexamples only, since electrostatic conductors do not have positive off-diagonal entries. The matrix

$$C=\begin{pmatrix}2&1\\1&2\end{pmatrix},\qquad C^{-1}=\frac13\begin{pmatrix}2&-1\\-1&2\end{pmatrix}$$

has row sums $3$, yet a unit charge on the first conductor puts the second at potential $-1/3$. Invertibility can fail too: the $2\times2$ matrix with all entries $1$ has row sums $2$ and is singular.

## Nonnegative charges

The third hypothesis concerns the charges: no conductor carries negative charge. Suppose that all $Q_i\ge0$ but some $V_i<0$. Choose $k$ with the lowest potential, so that $V_k\le V_i<0$. For the potentials $-V$, conductor $k$ is the highest and its potential is positive, so its charge $-Q_k$ is positive. This contradicts $Q_k\ge0$.

The proof of `potential_nonneg` takes the same route. `Finite.exists_min` supplies $k$, `charge_pos_of_max` is applied to `-V`, and `hq k` gives the contradiction.

```lean
/-- Minimum principle: for a grounded capacitance matrix, if all conductor charges are
nonnegative, then all potentials are nonnegative. -/
theorem potential_nonneg {C : Matrix n n ℝ} (hC : IsGrounded C) {V : n → ℝ}
    (hq : ∀ i, 0 ≤ (C *ᵥ V) i) (i : n) : 0 ≤ V i := by
  by_contra h
  have hi : V i < 0 := not_le.mp h
  have : Nonempty n := ⟨i⟩
  obtain ⟨k, hk⟩ := Finite.exists_min V
  -- the lowest potential is the highest one after reversing all signs
  have hpos : 0 < (C *ᵥ (-V)) k :=
    charge_pos_of_max hC (fun j => neg_le_neg (hk j))
      (by
        have := hk i
        simp only [Pi.neg_apply]
        linarith)
  rw [Matrix.mulVec_neg, Pi.neg_apply] at hpos
  linarith [hq k]
```

A single conductor with $C=(1)$ and charge $-1$ has potential $-1$, so the sign of the charges matters for this conclusion. It plays no part in whether the potentials are unique.

## The inverse as a table of potentials

If $Cv=0$, both $v$ and $-v$ produce zero charge, which is nonnegative. Hence $v_i\ge0$ and $-v_i\ge0$ for every $i$, so $v=0$. The kernel is trivial and the determinant is nonzero. In `isUnit_det`, a zero determinant would supply a nonzero kernel vector, and the bounds `h1` and `h2` force it to vanish.

```lean
variable [DecidableEq n]

/-- A grounded capacitance matrix has an invertible determinant. -/
theorem isUnit_det {C : Matrix n n ℝ} (hC : IsGrounded C) : IsUnit C.det := by
  rw [isUnit_iff_ne_zero]
  intro h
  obtain ⟨v, hv, h0⟩ := Matrix.exists_mulVec_eq_zero_iff.mpr h
  apply hv
  funext i
  -- potentials without charge are both nonnegative and nonpositive
  have h1 : 0 ≤ v i := potential_nonneg hC (fun j => by rw [h0]; simp) i
  have h2 : 0 ≤ (-v) i :=
    potential_nonneg hC (fun j => by rw [Matrix.mulVec_neg, h0]; simp) i
  simp only [Pi.neg_apply] at h2
  simp only [Pi.zero_apply]
  linarith
```

From $CC^{-1}=1$ it follows that

$$\sum_k C_{ik}(C^{-1})_{kj}=\delta_{ij}.$$

Column $j$ of the inverse therefore lists the potentials when conductor $j$ carries unit charge and all others are neutral.

```lean
/-- For a grounded capacitance matrix, potentials equal to column `j` of the inverse give unit
charge on conductor `j` and zero charge on all others. -/
theorem unit_charge {C : Matrix n n ℝ} (hC : IsGrounded C) (i j : n) :
    (C *ᵥ fun k => C⁻¹ k j) i = (1 : Matrix n n ℝ) i j := by
  rw [← Matrix.mul_nonsing_inv C (isUnit_det hC), Matrix.mul_apply]
  rfl
```

These charges are nonnegative, so $(C^{-1})_{ij}\ge0$ for all $i,j$. For the diagonal, suppose that $(C^{-1})_{jj}=0$. The charge on conductor $j$ would then be

$$1=\sum_{k\ne j}C_{jk}(C^{-1})_{kj}\le0,$$

which is impossible. This is the second direct use of the off-diagonal sign, and it appears as `h2` in `inverse_positive`. The statement also contains `IsUnit C`, which ensures that `C⁻¹` is the true inverse.

```lean
/-- A grounded capacitance matrix is invertible, and its inverse has nonnegative entries and
a strictly positive diagonal. -/
theorem inverse_positive {C : Matrix n n ℝ} (hC : IsGrounded C) :
    IsUnit C ∧ (∀ i j, 0 ≤ C⁻¹ i j) ∧ ∀ j, 0 < C⁻¹ j j := by
  have hnn : ∀ i j, 0 ≤ C⁻¹ i j := by
    intro i j
    refine potential_nonneg hC (V := fun k => C⁻¹ k j) (fun l => ?_) i
    rw [unit_charge hC, Matrix.one_apply]
    split_ifs <;> norm_num
  refine ⟨(Matrix.isUnit_iff_isUnit_det C).mpr (isUnit_det hC), hnn, fun j => ?_⟩
  by_contra h
  have h0 : C⁻¹ j j = 0 := le_antisymm (not_lt.mp h) (hnn j j)
  have h1 := unit_charge hC j j
  rw [Matrix.one_apply_eq] at h1
  -- at zero potential the other conductors can only induce nonpositive charge
  have h2 : (C *ᵥ fun k => C⁻¹ k j) j ≤ 0 := by
    simp only [Matrix.mulVec, dotProduct]
    refine Finset.sum_nonpos fun k _ => ?_
    by_cases hk : j = k
    · subst hk
      exact (by rw [h0, mul_zero] : C j j * C⁻¹ j j = 0).le
    · nlinarith [mul_nonneg (neg_nonneg.mpr (hC.offDiag j k hk)) (hnn k j)]
  linarith
```

For a general charge vector $q$ with nonnegative entries, multiplying $CV=q$ by $C^{-1}$ gives $V=C^{-1}q$, and multiplying back by $C$ recovers $q$. The theorem `potentials_of_charges` states this equivalence for every `V`, together with the nonnegativity of the potentials. The latter follows from `potential_nonneg`.

```lean
/-- For a grounded capacitance matrix, nonnegative charges `q` determine the potentials
uniquely, as `C⁻¹ q`, and these potentials are nonnegative. -/
theorem potentials_of_charges {C : Matrix n n ℝ} (hC : IsGrounded C) {q : n → ℝ}
    (hq : ∀ i, 0 ≤ q i) :
    (∀ i, 0 ≤ (C⁻¹ *ᵥ q) i) ∧ ∀ V, C *ᵥ V = q ↔ V = C⁻¹ *ᵥ q := by
  have hd := isUnit_det hC
  have hV : C *ᵥ (C⁻¹ *ᵥ q) = q := by
    rw [Matrix.mulVec_mulVec, Matrix.mul_nonsing_inv _ hd, Matrix.one_mulVec]
  refine ⟨potential_nonneg hC (by rw [hV]; exact hq), fun V => ⟨fun h => ?_, fun h => ?_⟩⟩
  · rw [← h, Matrix.mulVec_mulVec, Matrix.nonsing_inv_mul _ hd, Matrix.one_mulVec]
  · rw [h, hV]
```

The charged conductor is also strictly the highest. Suppose that $(C^{-1})_{jj}\le(C^{-1})_{ij}$ for some $i\ne j$. Then the maximum of column $j$ is attained at some neutral conductor $m\ne j$: if $j$ itself is a maximum, $i$ ties with it. The potential at $m$ is at least $(C^{-1})_{jj}>0$, so $m$ would carry positive charge, although its charge is $\delta_{mj}=0$. The proof constructs this $m$ in `hm` and then applies `charge_pos_of_max`.

```lean
/-- For a grounded capacitance matrix, a unit charge on conductor `j` raises `j` to a strictly
higher potential than any other conductor, all others being neutral. -/
theorem charged_conductor_highest {C : Matrix n n ℝ} (hC : IsGrounded C) {i j : n}
    (hij : i ≠ j) : C⁻¹ i j < C⁻¹ j j := by
  by_contra hlt
  have h : C⁻¹ j j ≤ C⁻¹ i j := not_lt.mp hlt
  have : Nonempty n := ⟨i⟩
  obtain ⟨k, hk⟩ := Finite.exists_max (fun l => C⁻¹ l j)
  -- otherwise some neutral conductor would sit at the highest potential
  have hm : ∃ m, m ≠ j ∧ ∀ l, C⁻¹ l j ≤ C⁻¹ m j := by
    by_cases hkj : k = j
    · exact ⟨i, hij, fun l => (hk l).trans (by subst hkj; exact h)⟩
    · exact ⟨k, hkj, hk⟩
  obtain ⟨m, hmj, hmax⟩ := hm
  have hpos := charge_pos_of_max hC (V := fun l => C⁻¹ l j) (k := m) hmax
    (lt_of_lt_of_le ((inverse_positive hC).2.2 j) (hmax j))
  rw [unit_charge hC, Matrix.one_apply_ne hmj] at hpos
  exact lt_irrefl _ hpos
```

## Positive row sums

The row sum $g_i$ is the charge on conductor $i$ when all conductors are at unit potential. It is positive when some field lines from $i$ still reach ground in that situation.

By hand, the condition is used in the strict inequality $g_kV_k>0$ at the highest conductor. In Lean this is `mul_pos (hC.rowSum k) hV` inside `charge_pos_of_max`, and the later results inherit it from there.

If every row sum vanishes, only potential differences matter. Setting all potentials to $1$ produces no charge:

$$Q_i=g_i\cdot1+\sum_j(-C_{ij})(1-1)=0.$$

This is a nonzero kernel vector, so $C$ is singular. An idealised example is a two-conductor capacitor with no stray capacitance to ground:

$$C=\begin{pmatrix}1&-1\\-1&1\end{pmatrix}.$$

The theorem `ungrounded_singular` needs no sign condition on the entries, but it does require at least one conductor, since the empty matrix has determinant $1$.

```lean
/-- If every row sum vanishes, so that no conductor couples to ground, the capacitance matrix
of a nonempty set of conductors is singular. -/
theorem ungrounded_singular [Nonempty n] (C : Matrix n n ℝ)
    (h : ∀ i, ∑ j, C i j = 0) : C.det = 0 := by
  -- a common shift of all potentials produces no charge
  refine Matrix.exists_mulVec_eq_zero_iff.mp ⟨fun _ => 1, ?_, ?_⟩
  · intro h0
    have h1 := congrFun h0 (Classical.arbitrary n)
    simp at h1
  · funext i
    rw [charge_eq]
    simp [h i]
```

A single vanishing row sum need not make $C$ singular when another conductor couples to ground. Let conductor 1 be enclosed by a shell, conductor 2, which alone couples to ground:

$$C=\begin{pmatrix}1&-1\\-1&2\end{pmatrix},\qquad C^{-1}=\begin{pmatrix}2&1\\1&1\end{pmatrix}.$$

The inverse exists and is nonnegative, but the second column is $(1,1)$. When the shell is charged, the neutral conductor inside takes exactly the shell's potential, and the strict inequality of `charged_conductor_highest` is lost.

## Two conductors that meet both conditions

Let two conductors have capacitances $g_1,g_2>0$ to ground and mutual capacitance $m\ge0$. Then

$$C=\begin{pmatrix}g_1+m&-m\\-m&g_2+m\end{pmatrix}$$

has off-diagonal entries $-m\le0$ and row sums $g_1$ and $g_2$. The theorem `two_conductors_witness` checks these entries and sums case by case, so the results for grounded capacitance matrices apply to every such circuit, including the uncoupled one with $m=0$.

```lean
/-- Two conductors with positive capacitances `g₁`, `g₂` to ground and nonnegative mutual
capacitance `m` have a grounded capacitance matrix. -/
theorem two_conductors_witness {g₁ g₂ m : ℝ} (h₁ : 0 < g₁) (h₂ : 0 < g₂) (hm : 0 ≤ m) :
    IsGrounded !![g₁ + m, -m; -m, g₂ + m] := by
  constructor
  · intro i j hij
    fin_cases i <;> fin_cases j <;> simp_all
  · intro i
    fin_cases i <;> simp [Fin.sum_univ_two, h₁, h₂]

end CapacitanceMatrix
```

```lean
#print axioms CapacitanceMatrix.inverse_positive
#print axioms CapacitanceMatrix.potentials_of_charges
#print axioms CapacitanceMatrix.charged_conductor_highest
#print axioms CapacitanceMatrix.ungrounded_singular
```

```
'CapacitanceMatrix.inverse_positive' depends on axioms: [propext, Classical.choice, Quot.sound]
'CapacitanceMatrix.potentials_of_charges' depends on axioms: [propext, Classical.choice, Quot.sound]
'CapacitanceMatrix.charged_conductor_highest' depends on axioms: [propext, Classical.choice, Quot.sound]
'CapacitanceMatrix.ungrounded_singular' depends on axioms: [propext, Classical.choice, Quot.sound]
```
